# Pair-approximation free energy below the exact value on an antiferromagnetic Ising triangle

After minimising a pair-approximation free energy over point and pair probabilities, one may ask whether the minimum can serve as an upper bound on the exact free energy, as the value from a trial joint distribution can. For a single classical Ising triangle in zero field, with antiferromagnetic coupling $J$ and thermal energy $kT$, it cannot when $J/kT\ge 1$: one admissible set of marginals already gives $-3J$, which is strictly below the exact value. The minimum can only be lower still, and it lies below the exact value at weaker antiferromagnetic coupling too, as a short hand calculation below shows. In cluster variation work on alloys, where the two spin values stand for two atomic species and $J>0$ favours unlike neighbours, this three-site model warns against reading a pair-level minimum as a bound on frustrated clusters.

In Lean 4 with Mathlib:

```lean
import Mathlib

open Finset

namespace IsingTrianglePairApproximation

noncomputable section
```

## Three spins and their exact free energy

Each site carries a spin $\sigma=\pm1$, encoded by a Boolean.

```lean
/-- The value `±1` of an Ising spin. -/
def spin : Bool → ℝ
  | true => 1
  | false => -1
```

With spins $\sigma_0,\sigma_1,\sigma_2$ in the states `a`, `b`, `c`, the energy is
$$E=J(\sigma_0\sigma_1+\sigma_1\sigma_2+\sigma_2\sigma_0).$$
Positive $J$ penalises aligned pairs. The definition accepts any real $J$; positivity enters later through the condition on $J/kT$.

```lean
/-- Energy of the Ising triangle: `J` times the sum of the three pair products. -/
def energy (J : ℝ) (a b c : Bool) : ℝ :=
  J * (spin a * spin b + spin b * spin c + spin c * spin a)
```

The partition function $Z=\sum e^{-E/kT}$ runs over all eight states. The product $kT$ is a single real variable, `kT`.

```lean
/-- Canonical partition function of the triangle at thermal energy `kT`. -/
def partition (J kT : ℝ) : ℝ :=
  ∑ a, ∑ b, ∑ c, Real.exp (-energy J a b c / kT)
```

The exact free energy is $F=-kT\ln Z$.

```lean
/-- Exact free energy `-kT log Z`. -/
def exactFreeEnergy (J kT : ℝ) : ℝ := -kT * Real.log (partition J kT)
```

A joint distribution $p(a,b,c)$ has free energy $\sum\left(pE+kT\,p\ln p\right)$, the mean energy minus $kT$ times the entropy in units of $k$. Mathlib's `Real.negMulLog` is $x\mapsto -x\ln x$, with value $0$ at $x=0$, as is usual for entropies.

```lean
/-- Free energy (mean energy minus `kT` times entropy) of a joint distribution of the
three spins. -/
def jointFreeEnergy (J kT : ℝ) (p : Bool → Bool → Bool → ℝ) : ℝ :=
  ∑ a, ∑ b, ∑ c, (p a b c * energy J a b c - kT * Real.negMulLog (p a b c))
```

## Marginals that agree site by site

The pair approximation replaces $p$ by site probabilities `p₁ i` and bond probabilities `p₂ i`. Bond $i$ joins sites $i$ and $i+1$, and addition in `Fin 3` closes the triangle. Local consistency requires nonnegative bond probabilities, normalised site probabilities, and agreement of each bond with both of its end sites. It does not require a joint distribution behind them.

```lean
/-- Local consistency: bond `i` joins sites `i` and `i + 1` (cyclically), and its
nonnegative pair marginal reduces to the normalised point marginals at both ends. -/
def LocallyConsistent (p₁ : Fin 3 → Bool → ℝ) (p₂ : Fin 3 → Bool → Bool → ℝ) : Prop :=
  (∀ i a b, 0 ≤ p₂ i a b) ∧ (∀ i, ∑ a, p₁ i a = 1) ∧
  (∀ i a, ∑ b, p₂ i a b = p₁ i a) ∧ (∀ i b, ∑ a, p₂ i a b = p₁ (i + 1) b)
```

Every site belongs to two bonds, so the sum of bond entropies counts it twice, and one site entropy is subtracted for each site:
$$F_{\text{pair}}=J\sum_i\langle\sigma_i\sigma_{i+1}\rangle-kT\Big(\sum_i S_{i,i+1}-\sum_i S_i\Big),$$
where the average and the bond entropy $S_{i,i+1}$ are taken with `p₂ i`, and the site entropy $S_i$ with `p₁ i`.

```lean
/-- Pair-approximation free energy: the entropy is the sum of the bond entropies minus
the sum of the site entropies. -/
def pairFreeEnergy (J kT : ℝ) (p₁ : Fin 3 → Bool → ℝ)
    (p₂ : Fin 3 → Bool → Bool → ℝ) : ℝ :=
  J * (∑ i, ∑ a, ∑ b, p₂ i a b * (spin a * spin b)) -
    kT * ((∑ i, ∑ a, ∑ b, Real.negMulLog (p₂ i a b)) - ∑ i, ∑ a, Real.negMulLog (p₁ i a))
```

The marginals of interest give each spin value probability $1/2$ at every site.

```lean
/-- Uniform point marginal. -/
def uniformPoint (_ : Bool) : ℝ := 1 / 2
```

On every bond, the two anti-aligned configurations have probability $1/2$ each, and the aligned ones have probability $0$.

```lean
/-- Perfectly anti-aligned pair marginal. -/
def antiPair (a b : Bool) : ℝ := if a = b then 0 else 1 / 2
```

Summing out either end of a bond leaves $0+1/2=1/2$, which is the site probability. The proof checks the four conditions by going through the spin values.

```lean
/-- Anti-aligned pairs on all three bonds are locally consistent with uniform points. -/
theorem antiPair_locallyConsistent :
    LocallyConsistent (fun _ => uniformPoint) (fun _ => antiPair) := by
  refine ⟨?_, ?_, ?_, ?_⟩
  · intro _ a b
    cases a <;> cases b <;> norm_num [antiPair]
  · intro _
    norm_num [uniformPoint, Fintype.sum_bool]
  · intro _ a
    cases a <;> norm_num [antiPair, uniformPoint, Fintype.sum_bool]
  · intro _ b
    cases b <;> norm_num [antiPair, uniformPoint, Fintype.sum_bool]
```

Each bond has $\langle\sigma_i\sigma_{i+1}\rangle=-1$, so the energy is $-3J$. Each bond entropy is $2\cdot\tfrac12\ln2=\ln2$, and so is each site entropy. The total entropy is therefore $3\ln2-3\ln2=0$, and $F_{\text{pair}}=-3J$ for every $J$ and $kT$. In the proof, `simp` expands the finite sums and `ring` completes the algebra.

```lean
/-- The anti-aligned marginals have pair-approximation free energy `-3J`. -/
theorem pairFreeEnergy_antiPair (J kT : ℝ) :
    pairFreeEnergy J kT (fun _ => uniformPoint) (fun _ => antiPair) = -3 * J := by
  -- the three bond entropies cancel the three site entropies
  simp [pairFreeEnergy, antiPair, uniformPoint, spin]
  ring
```

## Comparison with the partition function

The two fully aligned states have energy $3J$. Each of the other six has one aligned and two anti-aligned pairs, hence energy $J(1-2)=-J$. Thus
$$Z=2e^{-3J/kT}+6e^{J/kT}.$$

```lean
/-- The partition function has two terms of energy `3J` and six of energy `-J`. -/
theorem partition_eq (J kT : ℝ) :
    partition J kT = 2 * Real.exp (-3 * J / kT) + 6 * Real.exp (J / kT) := by
  simp only [partition, energy, Fintype.sum_bool, spin]
  ring_nf
```

Both terms are positive, so $Z>0$ and its logarithm can be handled by the usual rules.

```lean
/-- The partition function is positive. -/
theorem partition_pos (J kT : ℝ) : 0 < partition J kT := by
  rw [partition_eq]
  positivity
```

For $kT>0$,
$$-3J<-kT\ln Z\iff \ln Z<\frac{3J}{kT}\iff Z<e^{3J/kT}.$$
This is an exact criterion for these marginals. The rewriting steps insert the value $-3J$, fold the two exponentials on the right back into $Z$, exchange the exponential for a logarithm, and multiply through by $kT$.

The criterion is not a threshold for the minimum. Write $K=J/kT$, keep the sites uniform, and give each anti-aligned configuration of a bond probability $e^{K}/(4\cosh K)$ and each aligned one $e^{-K}/(4\cosh K)$. These marginals are locally consistent and give $F_{\text{pair}}=-3kT\ln(2\cosh K)$. Since $(2\cosh K)^3-Z=(2\sinh K)^3$, this value is below the exact free energy for every $J>0$. This calculation is not formalised here; the theorem below uses the simpler anti-aligned marginals.

```lean
/-- For `kT > 0`, an exact criterion for the anti-aligned pair free energy to lie below the exact
one. -/
theorem pair_below_exact_iff {J kT : ℝ} (hkT : 0 < kT) :
    pairFreeEnergy J kT (fun _ => uniformPoint) (fun _ => antiPair) < exactFreeEnergy J kT ↔
      2 * Real.exp (-3 * J / kT) + 6 * Real.exp (J / kT) < Real.exp (3 * J / kT) := by
  rw [pairFreeEnergy_antiPair, ← partition_eq,
    ← Real.log_lt_iff_lt_exp (partition_pos J kT), lt_div_iff₀ hkT]
  unfold exactFreeEnergy
  constructor <;> intro h <;> linarith
```

Now let $J/kT\ge1$, which with $kT>0$ forces $J>0$, and set $u=e^{J/kT}$. Then $u\ge e>2.7$ and $e^{-3J/kT}\le1$, so $Z\le 2+6u$. Since $u^2>7.29$,
$$u^3-6u>1.29\,u>3.48>2,$$
and hence $Z<u^3=e^{3J/kT}$. In the proof, `hcube`, `hsmall` and `hu` are the identity $e^{3J/kT}=u^3$ and the two estimates; the final lines establish the cubic inequality. The theorem collects local consistency, the value $-3J$ and the strict inequality.

```lean
/-- For `kT > 0` and `J/kT ≥ 1` the anti-aligned marginals are locally consistent and have pair free
energy `-3J`, which lies strictly below the exact free energy. -/
theorem pair_approximation_not_upper_bound {J kT : ℝ} (hkT : 0 < kT) (hJ : 1 ≤ J / kT) :
    LocallyConsistent (fun _ => uniformPoint) (fun _ => antiPair) ∧
    pairFreeEnergy J kT (fun _ => uniformPoint) (fun _ => antiPair) = -3 * J ∧
    pairFreeEnergy J kT (fun _ => uniformPoint) (fun _ => antiPair)
      < exactFreeEnergy J kT := by
  refine ⟨antiPair_locallyConsistent, pairFreeEnergy_antiPair J kT, ?_⟩
  rw [pair_below_exact_iff hkT]
  have hcube : Real.exp (3 * J / kT) = Real.exp (J / kT) ^ 3 := by
    rw [← Real.exp_nat_mul]
    congr 1
    push_cast
    ring
  have hsmall : Real.exp (-3 * J / kT) ≤ 1 := by
    rw [Real.exp_le_one_iff, show -3 * J / kT = -3 * (J / kT) by ring]
    linarith
  have hu : 2.7 < Real.exp (J / kT) := by
    have h1 := Real.exp_one_gt_d9
    have h2 := Real.exp_le_exp.mpr hJ
    linarith
  rw [hcube]
  -- with u = exp (J/kT) > 2.7, the cubic u³ exceeds 6u + 2
  generalize Real.exp (J / kT) = u at hu ⊢
  have hsq : 0 < u ^ 2 - 7.29 := by nlinarith
  have hpos : 0 < u * (u ^ 2 - 7.29) := mul_pos (by linarith) hsq
  nlinarith
```

## Why the variational bound does not apply to these marginals

Suppose a joint distribution had these pair marginals. The states with $\sigma_0=+1$ and $\sigma_1=-1$ would carry total probability $1/2$. If $\sigma_2=+1$, sites 2 and 0 are aligned; if $\sigma_2=-1$, sites 1 and 2 are aligned. Both states must therefore have probability $0$, a contradiction. The equations `e1`, `e2` and `e3` record these three marginal conditions.

```lean
/-- No joint distribution of the three spins has anti-aligned marginals on all bonds. -/
theorem antiPair_not_realizable :
    ¬ ∃ p : Bool → Bool → Bool → ℝ, (∀ a b c, 0 ≤ p a b c) ∧
      (∀ a b, ∑ c, p a b c = antiPair a b) ∧ (∀ b c, ∑ a, p a b c = antiPair b c) ∧
      (∀ c a, ∑ b, p a b c = antiPair c a) := by
  rintro ⟨p, hp, h01, h12, h20⟩
  have att : antiPair true true = 0 := by simp [antiPair]
  have aff : antiPair false false = 0 := by simp [antiPair]
  have atf : antiPair true false = 1 / 2 := by simp [antiPair]
  -- each state with first spins up, down contains an aligned pair involving the third spin
  have e1 := h01 true false
  have e2 := h12 false false
  have e3 := h20 true true
  simp only [Fintype.sum_bool, att, aff, atf] at e1 e2 e3
  linarith [hp true true true, hp false false false]
```

The same frustration argument extends, by a short estimate not formalised here, to a ring of any odd number $n\ge3$ of sites with $J>0$. Anti-aligned pair marginals again make the total pair-approximation entropy zero and give $F_{\text{pair}}=-nJ$. Every actual state has an aligned bond, so its energy is at least $-(n-2)J$, and $F\ge-(n-2)J-n\,kT\ln2$. The pair value is therefore below the exact one if $2J>n\,kT\ln2$. This condition is sufficient, not necessary: for $n=3$ it fails at $J/kT=1$, where the theorem above already gives the strict inequality.

For a genuine joint distribution, the bound does hold. Take one state with energy $E$ and probability $p>0$, and let $q=e^{-E/kT}/Z$ be its Boltzmann probability. Multiplying $\ln(q/p)\le q/p-1$ by $kT\,p$ and rearranging gives
$$p(-kT\ln Z)+kT(p-q)\le pE+kT\,p\ln p.$$
At $p=0$ this reads $-kT\,q\le0$. The proof treats the two cases separately and expands $\ln(q/p)$ in `hlog`.

```lean
/-- Pointwise Gibbs inequality for one state of energy `E` and probability `p`. -/
theorem gibbs_term {kT Z p : ℝ} (E : ℝ) (hkT : 0 < kT) (hZ : 0 < Z) (hp : 0 ≤ p) :
    p * (-kT * Real.log Z) + kT * (p - Real.exp (-E / kT) * Z⁻¹)
      ≤ p * E - kT * Real.negMulLog p := by
  have hq : 0 < Real.exp (-E / kT) * Z⁻¹ := by positivity
  rcases hp.eq_or_lt with h0 | hpos
  · rw [← h0, Real.negMulLog_zero]
    have := mul_pos hkT hq
    linarith
  · have hlog : Real.log (Real.exp (-E / kT) * Z⁻¹ / p)
        = -E / kT - Real.log Z - Real.log p := by
      rw [Real.log_div hq.ne' hpos.ne',
        Real.log_mul (Real.exp_pos _).ne' (inv_pos.mpr hZ).ne', Real.log_exp, Real.log_inv]
      ring
    -- log x ≤ x - 1 at the ratio of exp (-E / kT) / Z to p
    have h := Real.log_le_sub_one_of_pos (div_pos hq hpos)
    rw [hlog] at h
    have h2 := mul_le_mul_of_nonneg_left h (mul_pos hkT hpos).le
    have e1 : kT * p * (-E / kT - Real.log Z - Real.log p)
        = -(p * E) - kT * p * Real.log Z - kT * p * Real.log p := by
      linear_combination p * div_mul_cancel₀ (-E) hkT.ne'
    have e2 : ∀ w : ℝ, kT * p * (w / p - 1) = kT * (w - p) := fun w => by
      linear_combination kT * div_mul_cancel₀ w hpos.ne'
    rw [e1, e2] at h2
    unfold Real.negMulLog
    linarith
```

Summing over the eight states, $\sum p=\sum q=1$ removes the terms $kT(p-q)$ and leaves $F$ on the left and the free energy of the joint distribution on the right. In the proof, `hle` is the summed inequality, and `simp` then applies the two normalisations. The bound holds for every real $J$ and every $kT>0$, and it concerns the full three-spin entropy, not the pair entropy.

```lean
/-- Gibbs variational bound for `kT > 0`: every joint distribution of the three spins has free
energy at least the exact free energy. -/
theorem exact_le_jointFreeEnergy {J kT : ℝ} (hkT : 0 < kT) (p : Bool → Bool → Bool → ℝ)
    (hp : ∀ a b c, 0 ≤ p a b c) (hsum : ∑ a, ∑ b, ∑ c, p a b c = 1) :
    exactFreeEnergy J kT ≤ jointFreeEnergy J kT p := by
  have hZ := partition_pos J kT
  have hr : partition J kT * (partition J kT)⁻¹ = 1 := mul_inv_cancel₀ hZ.ne'
  have hw : ∑ a, ∑ b, ∑ c, Real.exp (-energy J a b c / kT) = partition J kT := rfl
  have hle : ∑ a, ∑ b, ∑ c, (p a b c * (-kT * Real.log (partition J kT)) +
      kT * (p a b c - Real.exp (-energy J a b c / kT) * (partition J kT)⁻¹))
      ≤ jointFreeEnergy J kT p :=
    sum_le_sum fun a _ => sum_le_sum fun b _ => sum_le_sum fun c _ =>
      gibbs_term (energy J a b c) hkT hZ (hp a b c)
  -- normalisation removes the correction terms
  simp only [sum_add_distrib, ← sum_mul, ← mul_sum, sum_sub_distrib, hsum, hw, hr] at hle
  unfold exactFreeEnergy
  linarith

end

end IsingTrianglePairApproximation
```

```lean
#print axioms IsingTrianglePairApproximation.pair_below_exact_iff
#print axioms IsingTrianglePairApproximation.pair_approximation_not_upper_bound
#print axioms IsingTrianglePairApproximation.antiPair_not_realizable
#print axioms IsingTrianglePairApproximation.exact_le_jointFreeEnergy
```

```
'IsingTrianglePairApproximation.pair_below_exact_iff' depends on axioms: [propext, Classical.choice, Quot.sound]
'IsingTrianglePairApproximation.pair_approximation_not_upper_bound' depends on axioms: [propext, Classical.choice, Quot.sound]
'IsingTrianglePairApproximation.antiPair_not_realizable' depends on axioms: [propext, Classical.choice, Quot.sound]
'IsingTrianglePairApproximation.exact_le_jointFreeEnergy' depends on axioms: [propext, Classical.choice, Quot.sound]
```
